# Symmetric Lagrange multipliers at a smooth minimum over orthonormal real orbitals

When a self-interaction correction gives each orbital its own potential, the energy can change if the occupied orbitals are mixed among themselves. The orbital equations then carry a full matrix of Lagrange multipliers. If the energy is differentiable at real orthonormal orbitals that minimise it locally among all such orbitals, this matrix is symmetric. An orthogonal mixing can then diagonalise it, but in general the mixed orbitals no longer minimise the energy.

Let $C$ be a real $m\times N$ matrix whose column $c_j$ holds the coefficients of orbital $j$ in an orthonormal basis, let $F$ be the energy, and let $G$ be its gradient at $C$. The result is $G=CL$ with $L=C^TG=L^T$. If the constraint enters the Lagrangian as $-\sum_{ij}\Lambda_{ij}(C^TC-1)_{ij}$, with $\Lambda$ symmetric, then $L=2\Lambda$. In the Lean code `m` and `n` are the finite index sets of basis functions and orbitals.

```lean
import Mathlib

open Matrix Filter Topology

namespace SymmetricMultipliers

noncomputable section

attribute [local instance] Matrix.normedAddCommGroup Matrix.normedSpace

variable {m n : Type*} [Fintype m] [DecidableEq m] [Fintype n] [DecidableEq n]
```

## The gradient treats all coefficients as independent

The hypothesis `hG` says that $G_{ij}=\partial F/\partial C_{ij}$, with every other coefficient held fixed. Such a variation generally breaks orthonormality, so $F$ has to be defined near $C$ for matrices that are not orthonormal as well; in the Lean code it is defined for all real matrices. Without `hG`, $G$ would have no connection with the energy.

```lean
/-- `G` is the entrywise gradient of `F` at `C`: `G i j` is the partial derivative of `F`
with respect to the coefficient of orbital `j` on basis function `i`. -/
def IsEntrywiseGradient (F : Matrix m n ℝ → ℝ) (C G : Matrix m n ℝ) : Prop :=
  ∀ i j, HasDerivAt (fun t : ℝ => F (C + t • Matrix.single i j (1 : ℝ))) (G i j) 0
```

## Orthonormality survives a rotation of the basis

The hypothesis `hC`, $C^TC=1$, says that the orbitals are normalised and mutually orthogonal. To vary them within this constraint, take basis functions $p\neq q$ and let $E_{pq}$ be the matrix with a single 1 at $(p,q)$. Put $K=E_{pq}-E_{qp}$. Then $K^T=-K$, $K^2=-(E_{pp}+E_{qq})$ and $K^3=-K$. Define

$$R(t)=1+\sin t\,K+(1-\cos t)K^2 .$$

With $s=\sin t$ and $u=1-\cos t$, and using $K^4=-K^2$,

$$R^TR=(1-sK+uK^2)(1+sK+uK^2)=1+(2u-u^2-s^2)K^2=1,$$

because $2u-u^2=1-\cos^2t$. Hence $(RC)^T(RC)=C^TC=1$.

```lean
/-- The antisymmetric generator of rotations in the plane of two distinct basis functions `p` and
`q`. -/
def generator (p q : m) : Matrix m m ℝ :=
  Matrix.single p q 1 - Matrix.single q p 1

/-- The rotation by the angle `t` in the plane of two distinct basis functions `p` and `q`. -/
def rotation (p q : m) (t : ℝ) : Matrix m m ℝ :=
  1 + Real.sin t • generator p q + (1 - Real.cos t) • (generator p q * generator p q)
```

In the proof, `hT` and `h3` are the identities $K^T=-K$ and $K^3=-K$. After expansion, the remaining multiple of $K^2$ vanishes by $\sin^2t+\cos^2t=1$.

```lean
/-- A rotation in the plane of two distinct basis functions is an orthogonal matrix. -/
theorem rotation_orthogonal {p q : m} (hpq : p ≠ q) (t : ℝ) :
    (rotation p q t)ᵀ * rotation p q t = 1 := by
  have hT : (generator p q)ᵀ = -generator p q := by
    simp [generator, Matrix.transpose_sub, Matrix.transpose_single]
  have h3 : generator p q * generator p q * generator p q = -generator p q := by
    simp [generator, sub_mul, mul_sub, hpq, hpq.symm]
    abel
  unfold rotation
  generalize generator p q = K at hT h3 ⊢
  have h3' : K * (K * K) = -K := by rw [← mul_assoc, h3]
  have h4 : K * K * (K * K) = -(K * K) := by rw [← mul_assoc, h3, neg_mul]
  have hsc : 1 - Real.sin t ^ 2 - Real.cos t ^ 2 = 0 := by
    linarith [Real.sin_sq_add_cos_sq t]
  simp only [Matrix.transpose_add, Matrix.transpose_smul, Matrix.transpose_one,
    Matrix.transpose_mul, hT, add_mul, mul_add, one_mul, mul_one,
    smul_mul_assoc, mul_smul_comm, neg_mul, mul_neg, neg_neg, h3, h3', h4]
  linear_combination (norm := module) hsc • (K * K)
```

Orthonormality is used once more at the end, to recover $G$ from $GC^T$. Without it the result fails: for one basis function and one orbital, take $C=2$ and $F(X)=X$. No orthonormal $X$ lies near $C$, so the minimum condition holds vacuously, yet $G=1$ while $CC^TG=4$.

## Differentiability covers variations in every direction

The hypothesis `hF` says that to first order the energy responds linearly to any small change $D$ of the orbitals. Writing $D=\sum_{ij}D_{ij}E_{ij}$ gives

$$dF(D)=\sum_{ij}D_{ij}\,dF(E_{ij})=\sum_{ij}G_{ij}D_{ij}.$$

The proof follows these two steps: `hE` identifies the derivative along each matrix unit with $G_{ij}$, and `hD` decomposes $D$.

```lean
/-- For a functional differentiable at `C`, the first-order change along any variation `D`
of the orbitals is the sum of the gradient entries times the entries of `D`. -/
theorem fderiv_eq_sum {F : Matrix m n ℝ → ℝ} {C G : Matrix m n ℝ}
    (hF : DifferentiableAt ℝ F C) (hG : IsEntrywiseGradient F C G) (D : Matrix m n ℝ) :
    fderiv ℝ F C D = ∑ i, ∑ j, G i j * D i j := by
  have hE : ∀ i j, fderiv ℝ F C (Matrix.single i j (1 : ℝ)) = G i j := by
    intro i j
    have hl : HasDerivAt (fun t : ℝ => C + t • Matrix.single i j (1 : ℝ))
        (Matrix.single i j (1 : ℝ)) 0 :=
      (((hasDerivAt_id (0 : ℝ)).smul_const (Matrix.single i j (1 : ℝ))).const_add
        C).congr_deriv (one_smul _ _)
    have hF' : HasFDerivAt F (fderiv ℝ F C) (C + (0 : ℝ) • Matrix.single i j (1 : ℝ)) := by
      rw [zero_smul, add_zero]
      exact hF.hasFDerivAt
    exact (hF'.comp_hasDerivAt 0 hl).unique (hG i j)
  have hD : D = ∑ i, ∑ j, D i j • Matrix.single i j (1 : ℝ) := by
    conv_lhs => rw [Matrix.matrix_eq_sum_single D]
    simp [Matrix.smul_single]
  conv_lhs => rw [hD]
  simp only [map_sum, map_smul, hE, smul_eq_mul, mul_comm]
```

Partial derivatives at $C$ alone are not enough. For one orbital on two basis functions, let $F(x,y)=y$ when $x=1$ and $F=0$ otherwise. On the unit circle $F$ is identically zero, so $C=(1,0)^T$ is a minimum. Yet $G=(0,1)^T$ is not a multiple of $C$.

## At a minimum, no rotation lowers the energy to first order

The hypothesis `hmin` compares $C$ only with nearby orthonormal orbitals; a global constrained minimum satisfies it too. The curve $X(t)=R(t)C$ stays orthonormal, with $X(0)=C$ and $X'(0)=KC$. So $F(X(t))$ has a local minimum at $t=0$, and its derivative there vanishes:

$$0=\sum_{ij}G_{ij}(KC)_{ij}=\sum_j G_{pj}C_{qj}-\sum_j G_{qj}C_{pj}.$$

This is $(GC^T)_{pq}=(CG^T)_{pq}$. For $p=q$ the equality is trivial, so $GC^T=CG^T$. The Lean name `no_torque` refers to this balance.

In the proof, `hd` computes the velocity $KC$, `ht` shows that the curve approaches $C$ through orthonormal matrices, `hloc` transfers the minimum to $t=0$, and `hz` is the vanishing sum.

```lean
/-- At orthonormal orbitals that locally minimise a differentiable functional among orthonormal
orbitals, the matrix `G Cᵀ` is symmetric, where `G` is the entrywise gradient at `C`. -/
theorem no_torque {F : Matrix m n ℝ → ℝ} {C G : Matrix m n ℝ} (hC : Cᵀ * C = 1)
    (hF : DifferentiableAt ℝ F C) (hG : IsEntrywiseGradient F C G)
    (hmin : IsLocalMinOn F {X | Xᵀ * X = 1} C) : G * Cᵀ = C * Gᵀ := by
  ext p q
  by_cases hpq : p = q
  · subst hpq
    simp [Matrix.mul_apply, mul_comm]
  have h0 : rotation p q 0 * C = C := by simp [rotation]
  -- the rotated orbitals leave `C` with velocity `K C`
  have hd : HasDerivAt (fun t => rotation p q t * C) (generator p q * C) 0 := by
    have hfun : (fun t => rotation p q t * C) = fun t =>
        (C + Real.sin t • (generator p q * C)) +
          (1 - Real.cos t) • (generator p q * generator p q * C) := by
      funext t
      simp only [rotation, Matrix.add_mul, Matrix.smul_mul, Matrix.one_mul]
    rw [hfun]
    refine ((((Real.hasDerivAt_sin 0).smul_const (generator p q * C)).const_add C).fun_add
      (((Real.hasDerivAt_cos 0).const_sub 1).smul_const
        (generator p q * generator p q * C))).congr_deriv ?_
    simp
  -- they stay orthonormal, so the energy along the curve has a local minimum
  have ht : Tendsto (fun t => rotation p q t * C) (𝓝 0) (𝓝[{X | Xᵀ * X = 1}] C) := by
    refine tendsto_nhdsWithin_iff.2 ⟨?_, Eventually.of_forall fun t => ?_⟩
    · have hc := hd.continuousAt.tendsto
      rwa [h0] at hc
    · change (rotation p q t * C)ᵀ * (rotation p q t * C) = 1
      rw [Matrix.transpose_mul, Matrix.mul_assoc, ← Matrix.mul_assoc (rotation p q t)ᵀ,
        rotation_orthogonal hpq, Matrix.one_mul, hC]
  have hloc : IsLocalMin (F ∘ fun t => rotation p q t * C) 0 := by
    change ∀ᶠ t in 𝓝 (0 : ℝ), F (rotation p q 0 * C) ≤ F (rotation p q t * C)
    rw [h0]
    exact ht.eventually hmin
  have hF' : HasFDerivAt F (fderiv ℝ F C) (rotation p q 0 * C) := by
    rw [h0]
    exact hF.hasFDerivAt
  have hz : ∑ i, ∑ j, G i j * (generator p q * C) i j = 0 :=
    (fderiv_eq_sum hF hG (generator p q * C)).symm.trans
      (hloc.hasDerivAt_eq_zero (hF'.comp_hasDerivAt 0 hd))
  have hK : ∀ i j, (generator p q * C) i j =
      (if p = i then C q j else 0) - (if q = i then C p j else 0) := by
    intro i j
    by_cases h1 : p = i <;> by_cases h2 : q = i <;>
      simp [generator, Matrix.mul_apply, Matrix.single_apply, h1, h2]
  simp only [hK, mul_sub, Finset.sum_sub_distrib, mul_ite, mul_zero, Finset.sum_ite_irrel,
    Finset.sum_const_zero, Finset.sum_ite_eq, Finset.mem_univ, if_true] at hz
  simp only [Matrix.mul_apply, Matrix.transpose_apply]
  rw [sub_eq_zero.1 hz]
  exact Finset.sum_congr rfl fun j _ => mul_comm _ _
```

Now $C^TC=1$ gives

$$G=GC^TC=CG^TC,\qquad C^TG=C^TCG^TC=G^TC=(C^TG)^T .$$

Hence $L=C^TG$ is symmetric and $G=CL$. These are the two conclusions of `symmetric_multipliers`; `h1` and `h2` are the two displayed equations.

```lean
/-- **Symmetric Lagrange multipliers.** If orthonormal orbitals `C` locally minimise a
differentiable functional among orthonormal orbitals, its gradient there is `G = C L`
with the symmetric multiplier matrix `L = Cᵀ G`. -/
theorem symmetric_multipliers {F : Matrix m n ℝ → ℝ} {C G : Matrix m n ℝ}
    (hC : Cᵀ * C = 1) (hF : DifferentiableAt ℝ F C) (hG : IsEntrywiseGradient F C G)
    (hmin : IsLocalMinOn F {X | Xᵀ * X = 1} C) :
    (Cᵀ * G).IsSymm ∧ G = C * (Cᵀ * G) := by
  have h := no_torque hC hF hG hmin
  have h1 : G = C * (Gᵀ * C) := by
    rw [← Matrix.mul_assoc, ← h, Matrix.mul_assoc, hC, Matrix.mul_one]
  have h2 : Cᵀ * G = Gᵀ * C := by
    conv_lhs => rw [h1]
    rw [← Matrix.mul_assoc, hC, Matrix.one_mul]
  refine ⟨?_, by rw [h2]; exact h1⟩
  rw [Matrix.IsSymm, Matrix.transpose_mul, Matrix.transpose_transpose, h2]
```

Without any stationarity condition the symmetry can fail: for two orbitals on two basis functions, $C=1$ and $F(X)=X_{12}$ give $C^TG=E_{12}$.

In self-interaction-corrected electronic structure with real orbitals in a finite real basis, a nonzero antisymmetric part in the true $C^TG$ therefore shows that the orbitals are not at a differentiable constrained minimum. The theorem is stated for an orthonormal basis. For linearly independent basis functions with overlap matrix $S$, the change to an orthonormal basis replaces $C$ by $S^{1/2}C$ and $G$ by $S^{-1/2}G$, which leaves $C^TG$ unchanged, so the same test applies there. With separate spin-up and spin-down orbitals, the test applies to each spin on its own, with the orbitals of the other spin held fixed.

## Symmetric orbital Hamiltonians give the localization condition

Suppose that column $j$ of the gradient is $2H_jc_j$, where $H_j$ is the Hamiltonian felt by orbital $j$, evaluated at the minimising orbitals. The factor 2 is that of a real quadratic form: $c^THc$ has gradient $2Hc$ for symmetric $H$. This form of the gradient is assumed, not derived from a particular correction scheme.

The hypothesis `hH` says that each $H_j$ is symmetric, as a real Hamiltonian matrix in an orthonormal basis is. Then

$$L_{ab}=2\,c_a\cdot H_bc_b,\qquad L_{ba}=2\,c_b\cdot H_ac_a=2\,c_a\cdot H_ac_b,$$

and $L_{ab}=L_{ba}$ gives $c_a\cdot(H_b-H_a)c_b=0$. If all orbitals share one Hamiltonian, the condition says nothing.

In the proof, `hab` is the symmetry of $L$ and `hsw` is the step that uses the symmetry of $H_a$.

```lean
/-- **Localization condition.** Let orthonormal orbitals locally minimise a differentiable
functional among orthonormal orbitals, with gradient `2 H_j c_j` for each orbital `c_j` and
its own symmetric Hamiltonian `H_j`. Then `c_a · (H_b - H_a) c_b = 0` for all `a`, `b`. -/
theorem localization_condition {F : Matrix m n ℝ → ℝ} {C : Matrix m n ℝ}
    (H : n → Matrix m m ℝ) (hH : ∀ j, (H j).IsSymm) (hC : Cᵀ * C = 1)
    (hF : DifferentiableAt ℝ F C)
    (hG : IsEntrywiseGradient F C (Matrix.of fun i j => 2 * (H j *ᵥ fun k => C k j) i))
    (hmin : IsLocalMinOn F {X | Xᵀ * X = 1} C) (a b : n) :
    (fun i => C i a) ⬝ᵥ ((H b - H a) *ᵥ fun i => C i b) = 0 := by
  have hs := (symmetric_multipliers hC hF hG hmin).1.apply b a
  simp only [Matrix.mul_apply, Matrix.transpose_apply, Matrix.of_apply, mul_left_comm _ (2 : ℝ),
    ← Finset.mul_sum] at hs
  -- symmetry of the multipliers, written with the two Hamiltonians
  have hab : (fun i => C i a) ⬝ᵥ (H b *ᵥ fun i => C i b) =
      (fun i => C i b) ⬝ᵥ (H a *ᵥ fun i => C i a) := by
    simp only [dotProduct]
    linarith
  have hsw : (fun i => C i a) ⬝ᵥ (H a *ᵥ fun i => C i b) =
      (fun i => C i b) ⬝ᵥ (H a *ᵥ fun i => C i a) := by
    rw [Matrix.dotProduct_mulVec, ← Matrix.mulVec_transpose, (hH a).eq, dotProduct_comm]
  rw [Matrix.sub_mulVec, dotProduct_sub, hab, hsw, sub_self]

end

end SymmetricMultipliers
```

Without `hH` the condition can fail even for $F=0$: take $C=1$ with two orbitals, $H_1=E_{12}$ and $H_2=0$. Both gradient columns vanish as required, but $c_1\cdot(H_2-H_1)c_2=-1$.

```lean
#print axioms SymmetricMultipliers.symmetric_multipliers
#print axioms SymmetricMultipliers.localization_condition
```

```
'SymmetricMultipliers.symmetric_multipliers' depends on axioms: [propext, Classical.choice, Quot.sound]
'SymmetricMultipliers.localization_condition' depends on axioms: [propext, Classical.choice, Quot.sound]
```
